# Convergence of the perturbation series for the linearized coupled-cluster energy when the symmetric matrices $D+W$ and $D-W$ are positive definite

A closed-shell molecule is described by a mean-field determinant, and double excitations out of it are added with amplitudes $t$. If only the terms linear in $t$ are kept, the amplitudes obey
$$(D+W)\,t=-v,\qquad E=v^Tt=-v^T(D+W)^{-1}v .$$
Here $D=\mathrm{diag}(d_i)$ holds the orbital-energy gaps of the excitations, the real symmetric matrix $W$ couples the excitations to one another, and the real vector $v$ couples them to the reference determinant. Solving for $t$ by iteration from the diagonal part produces a series in powers of $W$, with terms
$$T_k=(-1)^{k+1}\,v^TD^{-1}(WD^{-1})^k v,\qquad k=0,1,2,\dots$$
The term $T_0=-\sum_i v_i^2/d_i$ has the form of the second-order energy. Does the series converge, and to $E$?

It does, for every $v$, if $x^T(D+W)x>0$ and $x^T(D-W)x>0$ for all real $x\neq0$. Together the two conditions say that $|x^TWx|<x^TDx$: in every direction the coupling is weaker than the gaps, whichever sign it has. For a finite set of real amplitudes obeying the linearized equations, this is a sufficient condition for the sum of the series to reproduce the direct solution. The full Møller–Plesset series has further contributions from fourth order on, and they are not treated here.

## Reduction to one geometric series per mode

**Positive gaps.** Insert the unit vector $e_i$ into both forms: $d_i+W_{ii}>0$ and $d_i-W_{ii}>0$. Adding them gives $d_i>0$.

**Normal modes.** Since the gaps are positive, $R=D^{-1/2}$ exists. The matrix $RWR$ is real symmetric, so $RWR=Q\Lambda Q^T$ with $Q^TQ=1$ and $\Lambda=\mathrm{diag}(l_j)$. Set $P=RQ$. Then
$$P^TDP=Q^T(RDR)Q=1,\qquad P^TWP=Q^T(RWR)Q=\Lambda .$$
The column $p_j=Pe_j$ is nonzero, because $P^TDp_j=e_j$. The two conditions applied to it read $1+l_j>0$ and $1-l_j>0$, so $|l_j|<1$.

**Powers and inverse.** From $P^TDP=1$ it follows that $D^{-1}=PP^T$. If $D^{-1}(WD^{-1})^k=P\Lambda^kP^T$, then
$$D^{-1}(WD^{-1})^{k+1}=P\Lambda^k(P^TWP)P^T=P\Lambda^{k+1}P^T,$$
so the formula holds for all $k$ by induction. Likewise $P^T(D+W)P=1+\Lambda$ gives $(D+W)^{-1}=P(1+\Lambda)^{-1}P^T$.

**Summation.** With $c=P^Tv$,
$$T_k=-\sum_j(-l_j)^kc_j^2,\qquad E=-\sum_j\frac{c_j^2}{1+l_j}.$$
Since $|l_j|<1$, the geometric series $\sum_k(-l_j)^k=1/(1+l_j)$ converges in each mode. Adding the finitely many modes gives $\sum_kT_k=E$.

**Even truncations.** Two consecutive terms combine to
$$T_{2m}+T_{2m+1}=-\sum_j l_j^{2m}(1-l_j)\,c_j^2\le0 .$$
The sums of the first $2m$ terms therefore never increase with $m$. They converge to $E$, so each of them is an upper bound to $E$.

**Rate of convergence.** The same mode sums give a neighbouring estimate, which is derived here by hand only. The error after $K$ terms is
$$E-\sum_{k<K}T_k=-\sum_j\frac{(-l_j)^K}{1+l_j}\,c_j^2 .$$
If $|l_j|\le\rho$ for all $j$, its modulus is at most $\rho^K|E|$.

**Strong coupling.** Positivity of $D+W$ alone is not enough. Take $D=1$ and $W=w\,1$ with $w\ge1$. Then $D+W=(1+w)\,1$ is positive, but $|T_k|=w^k\,v^Tv\ge v^Tv$. For $v\ne0$ the terms do not tend to zero, and the series diverges.

## The matrices and energies in Lean

The excitations are labelled by an arbitrary finite type `n`, and all matrices and vectors are real.

```lean
import Mathlib

open Matrix Finset

namespace LinearizedCoupledClusterSeries

noncomputable section

variable {n : Type*} [Fintype n] [DecidableEq n]
```

Positivity is stated for the quadratic form alone. It does not include symmetry, so the theorems take symmetry of the coupling as a separate hypothesis, `Wᵀ = W`.

```lean
/-- The quadratic form of a real matrix is strictly positive on nonzero vectors. -/
def PositiveForm (A : Matrix n n ℝ) : Prop :=
  ∀ x : n → ℝ, x ≠ 0 → 0 < x ⬝ᵥ (A *ᵥ x)
```

The gaps enter as a function `d`, and $D$ is `diagonal d`. The symbol `⬝ᵥ` is the dot product and `*ᵥ` applies a matrix to a vector. The index `k` counts powers of $W$ and starts at zero, as in $T_k$.

```lean
/-- The `k`-th term of the perturbation series for the energy, with orbital gaps `d`,
coupling `W` and driving vector `v`. -/
def mpTerm (d : n → ℝ) (W : Matrix n n ℝ) (v : n → ℝ) (k : ℕ) : ℝ :=
  (-1) ^ (k + 1) * (v ⬝ᵥ (((diagonal d)⁻¹ * (W * (diagonal d)⁻¹) ^ k) *ᵥ v))
```

The energy is defined directly by the inverse matrix. The amplitude equations that lead to it are physical background and do not appear in the file.

```lean
/-- The linearized coupled-cluster energy `-vᵀ (D + W)⁻¹ v`. -/
def lccEnergy (d : n → ℝ) (W : Matrix n n ℝ) (v : n → ℝ) : ℝ :=
  -(v ⬝ᵥ ((diagonal d + W)⁻¹ *ᵥ v))
```

## Normal modes of gaps and coupling

The first lemma tests both forms on `Pi.single i 1`, which is $e_i$. After `simp` has evaluated them, `linarith` adds the two inequalities. Positive gaps are thus a consequence of the hypotheses in all the convergence results.

```lean
/-- If `D + W` and `D - W` are both positive, every orbital gap is positive. -/
theorem gap_pos {d : n → ℝ} {W : Matrix n n ℝ} (hp : PositiveForm (diagonal d + W))
    (hm : PositiveForm (diagonal d - W)) (i : n) : 0 < d i := by
  have hne : (Pi.single i (1 : ℝ) : n → ℝ) ≠ 0 := by
    intro h
    simpa using congrFun h i
  have h1 := hp _ hne
  have h2 := hm _ hne
  simp at h1 h2
  linarith
```

The next lemma is the change of variables $(Py)^TA(Py)=y^T(P^TAP)y$.

```lean
omit [DecidableEq n] in
/-- A quadratic form evaluated on transformed amplitudes is the form of the
transformed matrix. -/
theorem form_congr (P A : Matrix n n ℝ) (y : n → ℝ) :
    (P *ᵥ y) ⬝ᵥ (A *ᵥ (P *ᵥ y)) = y ⬝ᵥ ((Pᵀ * A * P) *ᵥ y) := by
  rw [Matrix.mul_assoc, ← mulVec_mulVec, Matrix.dotProduct_mulVec y Pᵀ, vecMul_transpose,
    ← mulVec_mulVec]
```

The existence of $P$ and $l$ follows the derivation closely. The matrix `R` is the diagonal matrix of inverse square roots, `hS` records that $RWR$ is symmetric, and Mathlib's spectral theorem supplies `Q` and `l`. The facts `h1` and `h2` are the two identities for $P=RQ$. The last part shows that the $j$-th column is nonzero and rewrites both forms with `form_congr`, which leaves $1+l_j>0$ and $1-l_j>0$.

```lean
/-- If `W` is symmetric and `D + W` and `D - W` are positive, gaps and coupling are diagonalized
together: in suitable modes `D` becomes the identity and `W` becomes diagonal with entries of
modulus below one. -/
theorem exists_normal_modes {d : n → ℝ} {W : Matrix n n ℝ} (hW : Wᵀ = W)
    (hp : PositiveForm (diagonal d + W)) (hm : PositiveForm (diagonal d - W)) :
    ∃ (P : Matrix n n ℝ) (l : n → ℝ), Pᵀ * diagonal d * P = 1 ∧
      Pᵀ * W * P = diagonal l ∧ ∀ j, |l j| < 1 := by
  -- rescaling by the inverse square root of the gaps
  obtain ⟨R, hRt, hRD⟩ : ∃ R : Matrix n n ℝ, Rᵀ = R ∧ R * diagonal d * R = 1 := by
    refine ⟨diagonal fun i => (√(d i))⁻¹, diagonal_transpose _, ?_⟩
    rw [diagonal_mul_diagonal, diagonal_mul_diagonal, ← diagonal_one]
    refine congrArg diagonal (funext fun i => ?_)
    have h := Real.mul_self_sqrt (gap_pos hp hm i).le
    have h0 := (Real.sqrt_pos.2 (gap_pos hp hm i)).ne'
    calc (√(d i))⁻¹ * d i * (√(d i))⁻¹
        = (√(d i))⁻¹ * (√(d i) * √(d i)) * (√(d i))⁻¹ := by rw [h]
      _ = 1 := by field_simp
  have hS : (R * W * R).IsHermitian := by
    show (R * W * R)ᴴ = R * W * R
    rw [conjTranspose_eq_transpose_of_trivial, transpose_mul, transpose_mul, hRt, hW,
      Matrix.mul_assoc]
  -- spectral theorem for the rescaled coupling
  obtain ⟨Q, l, hQ, hSQ⟩ : ∃ (Q : Matrix n n ℝ) (l : n → ℝ), Qᵀ * Q = 1 ∧
      R * W * R = Q * diagonal l * Qᵀ := by
    refine ⟨(hS.eigenvectorUnitary : Matrix n n ℝ), hS.eigenvalues, ?_, ?_⟩
    · have h := mem_unitaryGroup_iff'.1 hS.eigenvectorUnitary.2
      rwa [star_eq_conjTranspose, conjTranspose_eq_transpose_of_trivial] at h
    · have h := hS.spectral_theorem
      rw [Unitary.conjStarAlgAut_apply] at h
      exact h
  have h1 : (R * Q)ᵀ * diagonal d * (R * Q) = 1 := by
    calc _ = Qᵀ * (R * diagonal d * R) * Q := by
          rw [transpose_mul, hRt]; simp only [Matrix.mul_assoc]
      _ = 1 := by rw [hRD, Matrix.mul_one, hQ]
  have h2 : (R * Q)ᵀ * W * (R * Q) = diagonal l := by
    calc _ = Qᵀ * (R * W * R) * Q := by
          rw [transpose_mul, hRt]; simp only [Matrix.mul_assoc]
      _ = (Qᵀ * Q) * diagonal l * (Qᵀ * Q) := by rw [hSQ]; simp only [Matrix.mul_assoc]
      _ = diagonal l := by rw [hQ, Matrix.one_mul, Matrix.mul_one]
  refine ⟨R * Q, l, h1, h2, fun j => ?_⟩
  -- test both forms on the j-th mode
  have hne : (R * Q) *ᵥ (Pi.single j (1 : ℝ)) ≠ 0 := by
    intro h
    have h3 := congrArg (fun x => ((R * Q)ᵀ * diagonal d) *ᵥ x) h
    simp only [mulVec_mulVec, h1, one_mulVec, mulVec_zero] at h3
    simpa using congrFun h3 j
  have a := hp _ hne
  have b := hm _ hne
  rw [form_congr, Matrix.mul_add, Matrix.add_mul, h1, h2] at a
  rw [form_congr, Matrix.mul_sub, Matrix.sub_mul, h1, h2] at b
  simp at a b
  exact abs_lt.2 ⟨by linarith, by linarith⟩
```

## Terms and energy as sums over modes

For a matrix of the form $P\,\mathrm{diag}(f)\,P^T$, the quadratic form in $v$ is $\sum_jf_j\,(P^Tv)_j^2$.

```lean
/-- The quadratic form of `P * diagonal f * Pᵀ` in `v` is the sum over `j` of `f j` times the square
of the `j`-th component of `Pᵀ *ᵥ v`. -/
theorem modes_form (P : Matrix n n ℝ) (f v : n → ℝ) :
    v ⬝ᵥ ((P * diagonal f * Pᵀ) *ᵥ v) = ∑ j, f j * (Pᵀ *ᵥ v) j ^ 2 := by
  have h := form_congr Pᵀ (diagonal f) v
  rw [transpose_transpose] at h
  rw [← h]
  simp only [dotProduct, mulVec_diagonal]
  exact sum_congr rfl fun j _ => by ring
```

This formula is now applied to every order and to the energy. In the proof, `hinv` is $D^{-1}=PP^T$, `hpow` is the induction on $k$, and `hres` is the formula for $(D+W)^{-1}$. Both inverses are obtained by exhibiting a right inverse; `mul_eq_one_comm` uses the fact that a one-sided inverse of a square matrix is two-sided. The same `l` and `c` serve for all `k` and for the energy, and this makes term-by-term summation possible.

```lean
/-- If `W` is symmetric and `D + W` and `D - W` are positive, every term of the series and the
linearized coupled-cluster energy are sums over the same modes, with couplings `l j` of modulus
below one and weights `c j ^ 2`. -/
theorem exists_mode_expansion {d : n → ℝ} {W : Matrix n n ℝ} (hW : Wᵀ = W)
    (hp : PositiveForm (diagonal d + W)) (hm : PositiveForm (diagonal d - W)) (v : n → ℝ) :
    ∃ l c : n → ℝ, (∀ j, |l j| < 1) ∧
      (∀ k, mpTerm d W v k = -∑ j, (-l j) ^ k * c j ^ 2) ∧
      lccEnergy d W v = -∑ j, (1 + l j)⁻¹ * c j ^ 2 := by
  obtain ⟨P, l, hD, hL, hl⟩ := exists_normal_modes hW hp hm
  have hinv : (diagonal d)⁻¹ = P * Pᵀ := by
    apply inv_eq_right_inv
    rw [Matrix.mul_assoc] at hD
    rw [← Matrix.mul_assoc]
    exact mul_eq_one_comm.1 hD
  have hpow : ∀ k : ℕ, P * Pᵀ * (W * (P * Pᵀ)) ^ k
      = P * diagonal (fun j => l j ^ k) * Pᵀ := by
    intro k
    induction k with
    | zero => simp
    | succ k ih =>
      rw [pow_succ, ← Matrix.mul_assoc (P * Pᵀ), ih]
      calc _ = P * diagonal (fun j => l j ^ k) * (Pᵀ * W * P) * Pᵀ := by
            simp only [Matrix.mul_assoc]
        _ = _ := by
            rw [hL, Matrix.mul_assoc P, diagonal_mul_diagonal]
            simp only [pow_succ]
  have hres : (diagonal d + W)⁻¹ = P * diagonal (fun j => (1 + l j)⁻¹) * Pᵀ := by
    have h : Pᵀ * ((diagonal d + W) * P * diagonal (fun j => (1 + l j)⁻¹)) = 1 := by
      calc _ = (Pᵀ * diagonal d * P + Pᵀ * W * P) * diagonal (fun j => (1 + l j)⁻¹) := by
            simp only [Matrix.mul_add, Matrix.add_mul, Matrix.mul_assoc]
        _ = 1 := by
            rw [hD, hL, ← diagonal_one, diagonal_add, diagonal_mul_diagonal]
            refine congrArg diagonal (funext fun j => ?_)
            have hpos : 0 < 1 + l j := by linarith [(abs_lt.1 (hl j)).1]
            exact mul_inv_cancel₀ hpos.ne'
    apply inv_eq_right_inv
    have h' := mul_eq_one_comm.1 h
    simpa only [Matrix.mul_assoc] using h'
  refine ⟨l, Pᵀ *ᵥ v, hl, fun k => ?_, ?_⟩
  · rw [mpTerm, hinv, hpow, modes_form, Finset.mul_sum, ← Finset.sum_neg_distrib]
    refine sum_congr rfl fun j _ => ?_
    rw [neg_pow (l j) k]
    ring
  · rw [lccEnergy, hres, modes_form]
```

## Convergence and upper bounds

`HasSum` says that the terms are summable and that their sum is the stated number. For real series this means convergence independent of the order of the terms, which is stronger than convergence of the successive partial sums. The proof takes the geometric series with ratio $-l_j$, multiplies it by $c_j^2$, adds the modes with `hasSum_sum` and changes the overall sign.

```lean
/-- If `W` is symmetric and `D + W` and `D - W` are positive, the perturbation series converges to
the linearized coupled-cluster energy for every driving vector. -/
theorem hasSum_lccEnergy {d : n → ℝ} {W : Matrix n n ℝ} (hW : Wᵀ = W)
    (hp : PositiveForm (diagonal d + W)) (hm : PositiveForm (diagonal d - W)) (v : n → ℝ) :
    HasSum (mpTerm d W v) (lccEnergy d W v) := by
  obtain ⟨l, c, hl, hT, hE⟩ := exists_mode_expansion hW hp hm v
  -- one geometric series per mode
  have h := hasSum_sum (s := Finset.univ) fun j _ =>
    (hasSum_geometric_of_abs_lt_one (r := -l j) (by rw [abs_neg]; exact hl j)).mul_right
      (c j ^ 2)
  have e : mpTerm d W v = fun k => -∑ j, (-l j) ^ k * c j ^ 2 := funext hT
  rw [e, hE]
  simpa only [sub_neg_eq_add] using h.neg
```

In the theorem on truncations, `range (2 * m)` contains $k=0,\dots,2m-1$. The inequality `key` is the nonnegativity of $\sum_jl_j^{2m}(1-l_j)c_j^2$, written as the two sums that occur in consecutive terms.

```lean
/-- If `W` is symmetric and `D + W` and `D - W` are positive, truncations of the series after an
even number of terms never increase as further pairs of terms are added. -/
theorem even_truncation_antitone {d : n → ℝ} {W : Matrix n n ℝ} (hW : Wᵀ = W)
    (hp : PositiveForm (diagonal d + W)) (hm : PositiveForm (diagonal d - W)) (v : n → ℝ) :
    Antitone fun m : ℕ => ∑ k ∈ range (2 * m), mpTerm d W v k := by
  obtain ⟨l, c, hl, hT, -⟩ := exists_mode_expansion hW hp hm v
  refine antitone_nat_of_succ_le fun m => ?_
  have key : 0 ≤ ∑ j, (-l j) ^ (2 * m) * c j ^ 2 + ∑ j, (-l j) ^ (2 * m + 1) * c j ^ 2 := by
    rw [← sum_add_distrib]
    refine sum_nonneg fun j _ => ?_
    have e : (-l j) ^ (2 * m) = (l j ^ m) ^ 2 := by
      rw [pow_mul, neg_sq, ← pow_mul, ← pow_mul, mul_comm]
    have h1 : 0 ≤ 1 - l j := by linarith [(abs_lt.1 (hl j)).2]
    have h2 := mul_nonneg (mul_nonneg (sq_nonneg (l j ^ m)) h1) (sq_nonneg (c j))
    rw [pow_succ (-l j) (2 * m), e]
    linarith
  rw [show 2 * (m + 1) = 2 * m + 1 + 1 by ring, sum_range_succ, sum_range_succ, hT, hT]
  linarith
```

The upper bound combines this monotonicity with convergence. The even partial sums form a subsequence of all partial sums, so they have the same limit, and a nonincreasing sequence never lies below its limit.

```lean
/-- If `W` is symmetric and `D + W` and `D - W` are positive, every truncation after an even number
of terms is an upper bound to the linearized coupled-cluster energy. -/
theorem lccEnergy_le_even_truncation {d : n → ℝ} {W : Matrix n n ℝ} (hW : Wᵀ = W)
    (hp : PositiveForm (diagonal d + W)) (hm : PositiveForm (diagonal d - W)) (v : n → ℝ)
    (m : ℕ) : lccEnergy d W v ≤ ∑ k ∈ range (2 * m), mpTerm d W v k := by
  have h2 : Filter.Tendsto (fun m : ℕ => 2 * m) Filter.atTop Filter.atTop :=
    Filter.tendsto_atTop_mono (fun m => by show m ≤ 2 * m; omega) Filter.tendsto_id
  exact (even_truncation_antitone hW hp hm v).le_of_tendsto
    ((hasSum_lccEnergy hW hp hm v).tendsto_sum_nat.comp h2) m
```

## Divergence at strong coupling

The last theorem covers the family $D=1$, $W=w\,1$ with $w\ge1$, for which $D-W=(1-w)\,1$ is not positive on nonzero vectors. Its first half computes the form of $D+W$ as $(1+w)\,x^Tx$. Its second half supposes summability, so that the terms tend to zero, and contradicts this with the lower bound $|T_k|\ge v^Tv>0$. The formal statement denies summability; the same bound shows that the successive partial sums do not converge either. The theorem makes no statement about other matrices that violate the condition on $D-W$.

```lean
/-- For unit gaps and coupling `W = w 1` with `w ≥ 1`, the matrix `D + W` is positive, yet the
series is not summable for any nonzero driving vector. -/
theorem not_summable_of_strong_coupling {w : ℝ} (hw : 1 ≤ w) {v : n → ℝ} (hv : v ≠ 0) :
    PositiveForm (diagonal (fun _ : n => (1 : ℝ)) + w • (1 : Matrix n n ℝ)) ∧
      ¬ Summable (mpTerm (fun _ => 1) (w • (1 : Matrix n n ℝ)) v) := by
  have hsq : ∀ x : n → ℝ, x ≠ 0 → 0 < x ⬝ᵥ x := fun x hx =>
    lt_of_le_of_ne (sum_nonneg fun i _ => mul_self_nonneg (x i))
      fun h => hx (dotProduct_self_eq_zero.1 h.symm)
  constructor
  · intro x hx
    have e : x ⬝ᵥ ((diagonal (fun _ : n => (1 : ℝ)) + w • (1 : Matrix n n ℝ)) *ᵥ x)
        = (1 + w) * (x ⬝ᵥ x) := by
      simp [Matrix.add_mulVec, Matrix.smul_mulVec]
      ring
    rw [e]
    exact mul_pos (by linarith) (hsq x hx)
  · intro hs
    have ht : ∀ k, mpTerm (fun _ => 1) (w • (1 : Matrix n n ℝ)) v k
        = (-1) ^ (k + 1) * (w ^ k * (v ⬝ᵥ v)) := by
      intro k
      simp [mpTerm, smul_pow, Matrix.smul_mulVec]
    -- the terms stay at least as large as the squared length of v
    have hb := ge_of_tendsto' hs.tendsto_atTop_zero.abs (b := v ⬝ᵥ v) fun k => by
      have h0 : 0 ≤ w ^ k * (v ⬝ᵥ v) :=
        mul_nonneg (pow_nonneg (by linarith) k) (hsq v hv).le
      rw [ht, abs_mul, abs_pow, abs_neg, abs_one, one_pow, one_mul, abs_of_nonneg h0]
      exact le_mul_of_one_le_left (hsq v hv).le (one_le_pow₀ hw)
    rw [abs_zero] at hb
    exact absurd (hsq v hv) (not_lt_of_ge hb)

end

end LinearizedCoupledClusterSeries
```

```lean
#print axioms LinearizedCoupledClusterSeries.hasSum_lccEnergy
#print axioms LinearizedCoupledClusterSeries.lccEnergy_le_even_truncation
#print axioms LinearizedCoupledClusterSeries.not_summable_of_strong_coupling
```

```
'LinearizedCoupledClusterSeries.hasSum_lccEnergy' depends on axioms: [propext, Classical.choice, Quot.sound]
'LinearizedCoupledClusterSeries.lccEnergy_le_even_truncation' depends on axioms: [propext, Classical.choice, Quot.sound]
'LinearizedCoupledClusterSeries.not_summable_of_strong_coupling' depends on axioms: [propext, Classical.choice, Quot.sound]
```
